# With Exact Core Orbitals and a Valence Bound, a Small Matrix Decides Core Collapse

Some valence-only calculations look for electron states that lie above the core levels of the same Hamiltonian. An unconstrained energy minimisation misses them and falls into the core. One remedy is to add a nonlocal term that acts only within the space of the core orbitals and raises their energies. How strong must this term be so that no state has mean energy below a chosen value $e$?

For a one-electron Hamiltonian in a finite orthonormal basis, suppose that the core orbitals are exact eigenvectors and that every state orthogonal to them already has mean energy at least $e$. Then the answer needs only a matrix of the size of the core. This bears on the choice of level shifts in pseudopotentials of the Phillips–Kleinman type, which add such a term to a Hamiltonian that still has the core levels.

```lean
import Mathlib

open Matrix
open scoped ComplexOrder

namespace CoreCollapse

noncomputable section

variable {n m : Type*} [Fintype n] [DecidableEq n] [Fintype m] [DecidableEq m]
```

The finite index types `n` and `m` label the basis functions and the core orbitals. Opening `ComplexOrder` gives meaning to $a\le b$ for complex numbers: the imaginary parts agree and the real parts are ordered.

## Core orbitals and the valence bound

```lean
/-- The columns of `C` are orthonormal core eigenvectors of the Hermitian matrix `H` with real
energies `E`, and every vector orthogonal to them has mean energy at least `e`. -/
structure IsCoreSplit (H : Matrix n n ℂ) (C : Matrix n m ℂ) (E : m → ℝ) (e : ℝ) : Prop where
  hermitian : H.IsHermitian
  eigen : H * C = C * diagonal (fun k => (E k : ℂ))
  orthonormal : Cᴴ * C = 1
  valence : ∀ y : n → ℂ, Cᴴ *ᵥ y = 0 → (e : ℂ) * (star y ⬝ᵥ y) ≤ star y ⬝ᵥ H *ᵥ y
```

The columns of $C$ are the core orbitals, and `Cᴴ` is the conjugate transpose $C^\dagger$. In Lean `E` is a list of real energies; below, $E$ also denotes the diagonal matrix made from it. The four fields say

$$H^\dagger=H,\qquad HC=CE,\qquad C^\dagger C=1,\qquad C^\dagger y=0\ \Rightarrow\ e\,y^\dagger y\le y^\dagger Hy .$$

The symbol `*ᵥ` applies a matrix to a vector. The product `⬝ᵥ` does not conjugate, so `star y` supplies the conjugation. The last field says that the valence states already lie at or above $e$; it is assumed, not derived.

In practice core orbitals are often taken from a free atom and kept frozen in a molecule or solid. That they still satisfy $HC=CE$ there is a separate approximation.

```lean
/-- The Hamiltonian with a nonlocal core term, measured from the energy `e`:
`H + C M Cᴴ - e`. -/
def shiftedOperator (H : Matrix n n ℂ) (C : Matrix n m ℂ) (M : Matrix m m ℂ) (e : ℝ) :
    Matrix n n ℂ :=
  H + C * M * Cᴴ - (e : ℂ) • 1
```

This is $A=H+CMC^\dagger-e$, where the matrix $M$ contains the strengths and couplings of the added term. "No collapse" means that $A$ is positive semidefinite: $A$ is Hermitian and $x^\dagger Ax\ge0$ for every $x$.

```lean
/-- The small matrix `M + E - e`, indexed by the core levels. -/
def coreMatrix (M : Matrix m m ℂ) (E : m → ℝ) (e : ℝ) : Matrix m m ℂ :=
  M + diagonal (fun k => (E k : ℂ)) - (e : ℂ) • 1
```

This is the small matrix $K=M+E-e$. $M$ need not be assumed Hermitian, because positive semidefiniteness of either $A$ or $K$ forces it to be.

## The small matrix inside the large operator

```lean
/-- For a core split, the shifted operator maps the core space to itself and acts there as the
small matrix. -/
theorem shiftedOperator_mul_core {H : Matrix n n ℂ} {C : Matrix n m ℂ} {E : m → ℝ} {e : ℝ}
    (h : IsCoreSplit H C E e) (M : Matrix m m ℂ) :
    shiftedOperator H C M e * C = C * coreMatrix M E e := by
  simp only [shiftedOperator, coreMatrix, Matrix.sub_mul, Matrix.add_mul, Matrix.mul_sub,
    Matrix.mul_add, Matrix.smul_mul, Matrix.mul_smul, Matrix.one_mul, Matrix.mul_one,
    h.eigen, Matrix.mul_assoc, h.orthonormal]
  abel
```

The argument `h` carries the four assumptions. By hand,

$$AC=HC+CM\,C^\dagger C-eC=CE+CM-eC=CK .$$

The `simp only` call expands the products and inserts the eigenvalue equation and orthonormality; `abel` reorders the sum.

```lean
/-- For a core split, the matrix elements of the shifted operator between core orbitals form
the small matrix. -/
theorem core_compression {H : Matrix n n ℂ} {C : Matrix n m ℂ} {E : m → ℝ} {e : ℝ}
    (h : IsCoreSplit H C E e) (M : Matrix m m ℂ) :
    Cᴴ * shiftedOperator H C M e * C = coreMatrix M E e := by
  rw [Matrix.mul_assoc, shiftedOperator_mul_core h, ← Matrix.mul_assoc, h.orthonormal,
    Matrix.one_mul]
```

Multiplying by $C^\dagger$ from the left gives $C^\dagger AC=C^\dagger C\,K=K$. The entries of $K$ are therefore the matrix elements of $A$ between core orbitals.

## Separating core and valence

```lean
/-- For a core split, the shifted operator is the sum of a core part, given by the small matrix,
and a valence part, given by `H - e` between projectors onto the complement of the core. -/
theorem core_valence_decomposition {H : Matrix n n ℂ} {C : Matrix n m ℂ} {E : m → ℝ} {e : ℝ}
    (h : IsCoreSplit H C E e) (M : Matrix m m ℂ) :
    shiftedOperator H C M e = C * coreMatrix M E e * Cᴴ
      + (1 - C * Cᴴ) * (H - (e : ℂ) • 1) * (1 - C * Cᴴ) := by
  -- the adjoint eigenvalue equation uses that `H` is Hermitian and `E` is real
  have hadj : Cᴴ * H = diagonal (fun k => (E k : ℂ)) * Cᴴ := by
    have h1 := congrArg conjTranspose h.eigen
    rw [conjTranspose_mul, conjTranspose_mul, h.hermitian.eq, diagonal_conjTranspose] at h1
    rw [h1]
    congr 2
    funext k
    simp
  have hcore : C * coreMatrix M E e * Cᴴ = C * M * Cᴴ
      + C * diagonal (fun k => (E k : ℂ)) * Cᴴ - (e : ℂ) • (C * Cᴴ) := by
    simp only [coreMatrix, Matrix.mul_sub, Matrix.mul_add, Matrix.sub_mul, Matrix.add_mul,
      Matrix.mul_smul, Matrix.smul_mul, Matrix.mul_one]
  have hHP : H * (C * Cᴴ) = C * diagonal (fun k => (E k : ℂ)) * Cᴴ := by
    rw [← Matrix.mul_assoc, h.eigen]
  have hPH : (C * Cᴴ) * H = C * diagonal (fun k => (E k : ℂ)) * Cᴴ := by
    rw [Matrix.mul_assoc, hadj, ← Matrix.mul_assoc]
  have hPP : (C * Cᴴ) * (C * Cᴴ) = C * Cᴴ := by
    rw [Matrix.mul_assoc, ← Matrix.mul_assoc Cᴴ, h.orthonormal, Matrix.one_mul]
  rw [hcore, shiftedOperator]
  generalize C * diagonal (fun k => (E k : ℂ)) * Cᴴ = X at hHP hPH ⊢
  generalize C * Cᴴ = P at hHP hPH hPP ⊢
  have hXP : X * P = X := by rw [← hHP, Matrix.mul_assoc, hPP]
  -- the projector commutes with `H`, so the valence part is `H - e` minus its core part
  have hleft : (1 - P) * (H - (e : ℂ) • 1) = H - (e : ℂ) • 1 - X + (e : ℂ) • P := by
    simp only [Matrix.sub_mul, Matrix.mul_sub, Matrix.one_mul, Matrix.mul_smul,
      Matrix.mul_one, hPH, smul_sub]
    abel
  rw [hleft]
  simp only [Matrix.sub_mul, Matrix.add_mul, Matrix.mul_sub, Matrix.mul_one, Matrix.smul_mul,
    Matrix.one_mul, hHP, hXP, hPP]
  abel
```

Let $P=CC^\dagger$ project onto the core and let $Q=1-P$. The claim is

$$A=CKC^\dagger+Q(H-e)Q .$$

Since $H$ is Hermitian and $E$ is real, the adjoint of $HC=CE$ is $C^\dagger H=EC^\dagger$ (`hadj`). With $X=CEC^\dagger$ this gives $HP=X=PH$ (`hHP`, `hPH`). Orthonormality gives $P^2=C(C^\dagger C)C^\dagger=P$ (`hPP`), hence $XP=HP^2=X$ (`hXP`). Then

$$Q(H-e)=H-e-X+eP,$$

which is `hleft`. Multiplying by $Q=1-P$ from the right subtracts

$$(H-e-X+eP)P=X-eP-X+eP=0,$$

so $Q(H-e)Q=H-e-X+eP$. The core part is $CKC^\dagger=CMC^\dagger+X-eP$ (`hcore`), and the sum of the two is $A$. The `generalize` lines replace the long products by the letters `X` and `P`, as one does by hand.

## The criterion

```lean
/-- Sharp condition against core collapse: for a core split, `H + C M Cᴴ - e` is positive
semidefinite if and only if the small matrix `M + E - e` is. -/
theorem no_collapse_iff {H : Matrix n n ℂ} {C : Matrix n m ℂ} {E : m → ℝ} {e : ℝ}
    (h : IsCoreSplit H C E e) (M : Matrix m m ℂ) :
    (shiftedOperator H C M e).PosSemidef ↔ (coreMatrix M E e).PosSemidef := by
  constructor
  · intro hA
    rw [← core_compression h M]
    exact hA.conjTranspose_mul_mul_same C
  · intro hK
    rw [core_valence_decomposition h M]
    refine (hK.mul_mul_conjTranspose_same C).add ?_
    have hQ : (1 - C * Cᴴ)ᴴ = 1 - C * Cᴴ := by
      simp [conjTranspose_sub, conjTranspose_mul]
    have hT : (H - (e : ℂ) • 1)ᴴ = H - (e : ℂ) • 1 := by
      simp [conjTranspose_sub, conjTranspose_smul, h.hermitian.eq]
    have hCQ : Cᴴ * (1 - C * Cᴴ) = 0 := by
      rw [Matrix.mul_sub, Matrix.mul_one, ← Matrix.mul_assoc, h.orthonormal, Matrix.one_mul,
        sub_self]
    generalize 1 - C * Cᴴ = Q at hQ hCQ ⊢
    apply PosSemidef.of_dotProduct_mulVec_nonneg
    · rw [Matrix.IsHermitian, conjTranspose_mul, conjTranspose_mul, hQ, hT, Matrix.mul_assoc]
    · intro x
      -- the valence bound applies to the projected vector `Q x`
      have hy : Cᴴ *ᵥ (Q *ᵥ x) = 0 := by
        rw [Matrix.mulVec_mulVec, hCQ, Matrix.zero_mulVec]
      have hmove : star x ⬝ᵥ (Q * (H - (e : ℂ) • 1) * Q) *ᵥ x
          = star (Q *ᵥ x) ⬝ᵥ (H - (e : ℂ) • 1) *ᵥ (Q *ᵥ x) := by
        rw [Matrix.star_mulVec, hQ, ← Matrix.dotProduct_mulVec, Matrix.mulVec_mulVec,
          Matrix.mulVec_mulVec]
      rw [hmove, Matrix.sub_mulVec, Matrix.smul_mulVec, Matrix.one_mulVec, dotProduct_sub,
        dotProduct_smul, smul_eq_mul]
      exact sub_nonneg.mpr (h.valence _ hy)
```

The theorem says that $A$ is positive semidefinite if and only if $K$ is.

Suppose first that $A$ is. Then $K=C^\dagger AC$ is Hermitian, and for every core vector $z$

$$z^\dagger Kz=(Cz)^\dagger A(Cz)\ge0 .$$

Conversely, suppose that $K$ is positive semidefinite. Both terms of the decomposition are Hermitian, and for every $x$

$$x^\dagger Ax=(C^\dagger x)^\dagger K(C^\dagger x)+(Qx)^\dagger(H-e)(Qx).$$

The first term is nonnegative by assumption. For the second, $C^\dagger Q=C^\dagger-C^\dagger CC^\dagger=0$ (`hCQ`), so $y=Qx$ is orthogonal to the core (`hy`) and the valence bound applies. The step `hmove` shifts the outer $Q$ onto the left-hand vector.

With a single core level of energy $E_0$, $M$ is a number $\mu$, and the criterion says that $\mu$ is real and $\mu\ge e-E_0$: the shift must lift the level at least to $e$.

## Equal shifts

```lean
/-- For a core split, raising all core levels by the same real shift `s` makes the shifted
operator positive semidefinite if and only if every raised core energy is at least `e`. -/
theorem uniform_shift_iff {H : Matrix n n ℂ} {C : Matrix n m ℂ} {E : m → ℝ} {e : ℝ}
    (h : IsCoreSplit H C E e) (s : ℝ) :
    (shiftedOperator H C ((s : ℂ) • 1) e).PosSemidef ↔ ∀ k, e ≤ E k + s := by
  have hd : coreMatrix ((s : ℂ) • 1) E e
      = diagonal (fun k => ((E k + s - e : ℝ) : ℂ)) := by
    ext i j
    by_cases hij : i = j
    · subst hij
      simp [coreMatrix, add_comm]
    · simp [coreMatrix, hij]
  rw [no_collapse_iff h, hd, posSemidef_diagonal_iff]
  simp only [Complex.zero_le_real, sub_nonneg]
```

For $M=s\,1$ with real $s$, the small matrix is diagonal with entries $E_k+s-e$ (`hd`). A diagonal matrix is positive semidefinite exactly when its entries are nonnegative, so the condition is $e\le E_k+s$ for every core level $k$.

## Coupled levels can still collapse

```lean
/-- A three-level system with core energies -2 and -1 and a valence level at 3 is a core split
with reference energy 1. -/
theorem isCoreSplit_witness :
    IsCoreSplit (!![-2, 0, 0; 0, -1, 0; 0, 0, 3] : Matrix (Fin 3) (Fin 3) ℂ)
      (!![1, 0; 0, 1; 0, 0] : Matrix (Fin 3) (Fin 2) ℂ) ![-2, -1] 1 where
  hermitian := by
    apply Matrix.IsHermitian.ext
    intro i j
    fin_cases i <;> fin_cases j <;> simp
  eigen := by
    ext i j
    fin_cases i <;> fin_cases j <;> simp [Matrix.mul_apply, Fin.sum_univ_succ]
  orthonormal := by
    ext i j
    fin_cases i <;> fin_cases j <;> simp [Matrix.mul_apply, Fin.sum_univ_succ]
  valence := by
    intro y hy
    have h0 : y 0 = 0 := by
      simpa [Matrix.mulVec, dotProduct, Fin.sum_univ_three] using congrFun hy 0
    have h1 : y 1 = 0 := by
      simpa [Matrix.mulVec, dotProduct, Fin.sum_univ_three] using congrFun hy 1
    have hn : (0 : ℂ) ≤ star (y 2) * y 2 := star_mul_self_nonneg _
    have key : star y ⬝ᵥ (!![-2, 0, 0; 0, -1, 0; 0, 0, 3] : Matrix (Fin 3) (Fin 3) ℂ) *ᵥ y
        - ((1 : ℝ) : ℂ) * (star y ⬝ᵥ y) = star (y 2) * y 2 + star (y 2) * y 2 := by
      simp [Matrix.mulVec, dotProduct, Fin.sum_univ_three, h0, h1]
      ring
    rw [← sub_nonneg, key]
    exact add_nonneg hn hn
```

This example satisfies all four assumptions. The core energies are $-2$ and $-1$, the valence level is at $3$, and $e=1$. Lean counts components from zero, so orthogonality to the core means $y_0=y_1=0$. Then

$$y^\dagger Hy-y^\dagger y=3|y_2|^2-|y_2|^2=2|y_2|^2\ge0 .$$

The proof checks the matrix identities entry by entry.

```lean
/-- In the three-level system, a coupling between the two core levels gives a small matrix with
positive diagonal entries although the shifted operator is not positive semidefinite. -/
theorem collapse_by_coupling :
    (∀ k, 0 < coreMatrix (!![4, 2; 2, 3] : Matrix (Fin 2) (Fin 2) ℂ) ![-2, -1] 1 k k) ∧
    ¬ (shiftedOperator (!![-2, 0, 0; 0, -1, 0; 0, 0, 3] : Matrix (Fin 3) (Fin 3) ℂ)
      (!![1, 0; 0, 1; 0, 0] : Matrix (Fin 3) (Fin 2) ℂ) !![4, 2; 2, 3] 1).PosSemidef := by
  have hK : coreMatrix (!![4, 2; 2, 3] : Matrix (Fin 2) (Fin 2) ℂ) ![-2, -1] 1
      = !![1, 2; 2, 1] := by
    ext i j
    fin_cases i <;> fin_cases j <;> simp [coreMatrix] <;> norm_num
  rw [no_collapse_iff isCoreSplit_witness, hK]
  constructor
  · intro k
    fin_cases k <;> simp
  · intro hpos
    -- the antisymmetric combination of the core levels has negative energy measured from `e = 1`
    have hv := hpos.dotProduct_mulVec_nonneg ![1, -1]
    have hval : star (![1, -1] : Fin 2 → ℂ) ⬝ᵥ
        (!![1, 2; 2, 1] : Matrix (Fin 2) (Fin 2) ℂ) *ᵥ ![1, -1] = ((-2 : ℝ) : ℂ) := by
      simp [Matrix.mulVec, dotProduct, Fin.sum_univ_two]
      norm_num
    rw [hval, Complex.zero_le_real] at hv
    linarith

end

end CoreCollapse
```

When $M$ has off-diagonal elements, testing each core level separately can lead to a wrong conclusion. Here

$$M=\begin{pmatrix}4&2\\2&3\end{pmatrix},\qquad K=\begin{pmatrix}1&2\\2&1\end{pmatrix}.$$

Both diagonal entries of $K$ are positive, so each core orbital on its own has been lifted above $e$. Their antisymmetric combination has not. The vector $v=(1,-1)$ gives $v^\dagger Kv=1-2-2+1=-2$, or $-1$ after normalisation, so this combination has mean energy $0$ under $H+CMC^\dagger$, below $e=1$. The proof uses the criterion to pass from $A$ to $K$ and then evaluates this one vector.

```lean
#print axioms CoreCollapse.core_valence_decomposition
-- 'CoreCollapse.core_valence_decomposition' depends on axioms: [propext, Classical.choice, Quot.sound]
#print axioms CoreCollapse.uniform_shift_iff
-- 'CoreCollapse.uniform_shift_iff' depends on axioms: [propext, Classical.choice, Quot.sound]
#print axioms CoreCollapse.collapse_by_coupling
-- 'CoreCollapse.collapse_by_coupling' depends on axioms: [propext, Classical.choice, Quot.sound]
```
